# At second order in the coupling, the RPA log-determinant of two monomers is set by their screened responses

Two monomers at one fixed imaginary frequency are represented here by a single real block matrix, in which a number e multiplies only the coupling between them. The interaction inside each monomer keeps its full strength, so an expansion in e is an expansion in the intermonomer coupling alone. Let A and B be real positive semidefinite matrices, one for each monomer, and let W be any real rectangular matrix that couples them. Define

f(e) = ln det [[1+A, eW], [eWᵀ, 1+B]].

The claim is that, as e → 0 with e ≠ 0,

(f(e) − f(0))/e² → −Tr[(1+A)⁻¹ W (1+B)⁻¹ Wᵀ],

and that this limit is nonpositive and vanishes exactly when W = 0.

To speak of a screened response, one has to say what A is made of. For a ground state with real orbitals and a real basis, the bare density response at imaginary frequency is a real symmetric, negative semidefinite matrix. With its sign reversed, the bare response of the first monomer can therefore be factored as χ = SSᵀ. If v is the interaction inside that monomer, then A = SᵀvS. Positive semidefiniteness of v expresses that the Coulomb repulsion assigns no negative self-energy to any charge distribution. The second monomer has the bare response TTᵀ, the interaction u and B = TᵀuT, and the intermonomer interaction V enters through W = SᵀVT.

The RPA correlation energy is a frequency integral over ln det(1+M) − Tr M, where 1+M is the block matrix above. The coupling sits off the diagonal and leaves Tr M unchanged, so for a finite basis, a fixed frequency and bare responses that do not mix the monomers, the limit gives the leading dispersion contribution to the RPA integrand.

## From the block determinant to the trace

For x ≠ 0,

xᵀ(1+A)x = xᵀx + xᵀAx > 0,

so 1+A is positive definite, and so is 1+B. Both are invertible with positive determinant. The Schur complement of the lower right block gives

det [[1+A, eW], [eWᵀ, 1+B]] = det(1+B) det(1+A − e² W(1+B)⁻¹Wᵀ).

Set

K = (1+A)⁻¹ W (1+B)⁻¹ Wᵀ.

Since (1+A)K = W(1+B)⁻¹Wᵀ, the matrix in the last determinant is (1+A)(1 − e²K). With c = det(1+A) det(1+B) this yields

f(e) = ln(c det(1 − e²K)).

Now let g(t) = ln(c det(1+tK)). The determinant is a polynomial in t,

det(1+tK) = 1 + t Tr K + t² p(t),

with some polynomial p. Its derivative at t = 0 is Tr K, so g′(0) = c Tr K / c = Tr K. Because f(e) = g(−e²), the substitution t = −e² gives

(f(e) − f(0))/e² = −(g(t) − g(0))/t → −Tr K.

For the sign, write P = (1+A)⁻¹ and Q = (1+B)⁻¹, which are again positive definite. Then

Tr K = Σ_{i,j,a,b} P_{ia} W_{ab} Q_{bj} W_{ij}.

As Q is symmetric, this is the quadratic form of the Kronecker product P⊗Q, evaluated on the list of entries of W. The eigenvalues of P⊗Q are products of an eigenvalue of P and one of Q, hence positive. So Tr K > 0 for W ≠ 0, and Tr K = 0 for W = 0.

## Screening inside each monomer

Define the screened response of the first monomer by

X_A = S(1+SᵀvS)⁻¹Sᵀ.

With P = (1+SᵀvS)⁻¹ one has P = 1 − SᵀvSP. Multiplying by S from the left and by Sᵀ from the right gives the Dyson equation

X_A = χ − χ v X_A.

The minus sign comes from the reversed sign of the response. Let X_B = TQTᵀ with Q = (1+TᵀuT)⁻¹. Inserting W = SᵀVT and moving S to the front of the trace gives

Tr K = Tr[P SᵀVT Q TᵀVᵀS] = Tr[X_A V X_B Vᵀ].

The limit is therefore −Tr[X_A V X_B Vᵀ], which is the integrand of the nonretarded Casimir-Polder formula, with the monomer responses taken at the RPA level, up to the prefactor of the frequency integral.

A neighbouring result follows by the same expansion. If Wᵀ in the lower left block is replaced by an arbitrary matrix Z of the same shape, the limit becomes −Tr[(1+A)⁻¹W(1+B)⁻¹Z]. Its sign is then no longer fixed: Z = −Wᵀ with W ≠ 0 makes it positive. This variant rests on the argument by hand and is not among the Lean theorems below.

## The dimer and its responses in Lean

The types `m` and `n` label the rows of the two monomer matrices, for instance their electronic transitions. The types `k` and `l` label the basis functions in which densities and interactions are expanded. All four are finite, and they may differ in size.

```lean
import Mathlib

open Matrix Filter Topology
open scoped Kronecker

namespace RPADispersion

noncomputable section

variable {m n k l : Type*} [Fintype m] [DecidableEq m] [Fintype n] [DecidableEq n]
  [Fintype k] [Fintype l]
```

The block matrix has its rows and columns labelled by `m ⊕ n`, the disjoint union of the two sets of labels. Nothing is assumed about `A` and `B` at this point; positivity appears as a hypothesis of the theorems.

```lean
/-- The matrix of two monomers `1 + A` and `1 + B` whose mutual coupling `W` is scaled by `e`. -/
def dimer (A : Matrix m m ℝ) (B : Matrix n n ℝ) (W : Matrix m n ℝ) (e : ℝ) :
    Matrix (m ⊕ n) (m ⊕ n) ℝ :=
  fromBlocks (1 + A) (e • W) (e • Wᵀ) (1 + B)
```

The function f is `logDet`.

```lean
/-- The logarithm of the dimer determinant as a function of the coupling strength `e`. -/
def logDet (A : Matrix m m ℝ) (B : Matrix n n ℝ) (W : Matrix m n ℝ) (e : ℝ) : ℝ :=
  Real.log (dimer A B W e).det
```

For large e the determinant can become zero or negative, where `Real.log` still returns a number without physical meaning; the limit concerns only small e, where the determinant is positive.

The matrix K is called `roundTrip`. Read as a product, it leads from the first monomer to the second and back, with one inverse monomer matrix for each.

```lean
/-- The round trip `(1 + A)⁻¹ W (1 + B)⁻¹ Wᵀ` from one monomer to the other and back. -/
def roundTrip (A : Matrix m m ℝ) (B : Matrix n n ℝ) (W : Matrix m n ℝ) : Matrix m m ℝ :=
  (1 + A)⁻¹ * W * (1 + B)⁻¹ * Wᵀ
```

The screened response is a matrix over `k`, the density basis, whereas the inverse inside it is a matrix over `m`.

```lean
/-- The screened response of a monomer with bare response `S Sᵀ` and internal interaction `v`. -/
def screened (S : Matrix k m ℝ) (v : Matrix k k ℝ) : Matrix k k ℝ :=
  S * (1 + Sᵀ * v * S)⁻¹ * Sᵀ
```

## The determinant factorises

The first lemma says that adding a positive semidefinite matrix to the identity gives a positive definite one.

```lean
omit [Fintype m] in
/-- For positive semidefinite `A`, the monomer matrix `1 + A` is positive definite. -/
theorem posDef_one_add {A : Matrix m m ℝ} (hA : A.PosSemidef) : (1 + A).PosDef :=
  Matrix.PosDef.one.add_posSemidef hA
```

The next theorem is the Schur complement formula, valid for every real e. In its proof, `hAu` and `hBu` record that the monomer determinants are invertible, `hK` is the identity (1+A)K = W(1+B)⁻¹Wᵀ, and `hS` pulls the factor 1+A out of the Schur complement. The final rewriting applies Mathlib's block determinant formula `det_fromBlocks₂₂` and the product rule for determinants.

```lean
/-- The dimer determinant is the product of the monomer determinants and a coupling factor
that depends on the coupling strength only through its square. -/
theorem det_dimer {A : Matrix m m ℝ} {B : Matrix n n ℝ} (hA : A.PosSemidef)
    (hB : B.PosSemidef) (W : Matrix m n ℝ) (e : ℝ) :
    (dimer A B W e).det =
      ((1 + A).det * (1 + B).det) * (1 + (-(e ^ 2)) • roundTrip A B W).det := by
  have hAu : IsUnit (1 + A).det := (posDef_one_add hA).det_pos.ne'.isUnit
  have hBu : IsUnit (1 + B).det := (posDef_one_add hB).det_pos.ne'.isUnit
  let : Invertible (1 + B) := invertibleOfIsUnitDet _ hBu
  have hK : (1 + A) * roundTrip A B W = W * (1 + B)⁻¹ * Wᵀ := by
    unfold roundTrip
    simp only [← Matrix.mul_assoc]
    rw [mul_nonsing_inv _ hAu, Matrix.one_mul]
  -- the Schur complement of the second monomer
  have hS : 1 + A - (e • W) * (1 + B)⁻¹ * (e • Wᵀ) =
      (1 + A) * (1 + (-(e ^ 2)) • roundTrip A B W) := by
    simp only [Matrix.mul_add, Matrix.mul_one, Matrix.smul_mul, Matrix.mul_smul, smul_smul, hK]
    module
  rw [dimer, det_fromBlocks₂₂, invOf_eq_nonsing_inv, hS, det_mul]
  ring
```

## The first-order change of the logarithm

This lemma is the statement g′(0) = Tr K, for an arbitrary square matrix `M` and any nonzero constant `c`. Mathlib's `det_one_add_smul` supplies the polynomial p. The terms `h1` and `h2` differentiate the linear part and the remainder p(t)t², whose derivative at zero vanishes. The last line applies the chain rule for the logarithm, which is allowed because its argument at t = 0 equals `c`.

```lean
/-- To first order in `t`, the logarithm of `c det (1 + t M)` changes by `t` times the trace
of `M`. -/
theorem hasDerivAt_log_det (M : Matrix m m ℝ) {c : ℝ} (hc : c ≠ 0) :
    HasDerivAt (fun t : ℝ => Real.log (c * (1 + t • M).det)) M.trace 0 := by
  have h : HasDerivAt (fun t : ℝ => (1 + t • M).det) M.trace 0 := by
    obtain ⟨p, hp⟩ : ∃ p : Polynomial ℝ, ∀ t : ℝ,
        (1 + t • M).det = 1 + M.trace * t + p.eval t * t ^ 2 :=
      ⟨_, fun t => det_one_add_smul t M⟩
    rw [funext hp]
    have h1 := ((hasDerivAt_id (0 : ℝ)).const_mul M.trace).const_add 1
    have h2 := (p.hasDerivAt 0).fun_mul (hasDerivAt_pow 2 (0 : ℝ))
    exact (h1.fun_add h2).congr_deriv (by simp)
  exact ((h.const_mul c).log (by simp [hc])).congr_deriv (by simp [hc])
```

## The sign of the trace

For positive definite `P` and `Q` and a nonzero `W`, the trace of PWQWᵀ is strictly positive. The vector `w` lists the entries of `W`, labelled by pairs in `m × n`, and `hpos` is the positivity of the Kronecker quadratic form. The equation `htr` expands both sides into fourfold sums, reorders them, and uses the symmetry of `Q` once, as in the derivation by hand.

```lean
omit [DecidableEq m] [DecidableEq n] in
/-- For positive definite `P` and `Q` and a nonzero coupling `W`, the trace of `P W Q Wᵀ`
is strictly positive. -/
theorem trace_coupling_pos {P : Matrix m m ℝ} {Q : Matrix n n ℝ} (hP : P.PosDef)
    (hQ : Q.PosDef) {W : Matrix m n ℝ} (hW : W ≠ 0) : 0 < (P * W * Q * Wᵀ).trace := by
  let w : m × n → ℝ := fun p => W p.1 p.2
  have hw : w ≠ 0 := fun h => hW (by ext i j; exact congrFun h (i, j))
  have hpos : 0 < w ⬝ᵥ ((P ⊗ₖ Q) *ᵥ w) := by
    simpa only [star_trivial] using (hP.kronecker hQ).dotProduct_mulVec_pos hw
  have hsymm : ∀ i j, Q i j = Q j i := fun i j => by
    simpa using hQ.isHermitian.apply j i
  -- the trace is a quadratic form in the entries of the coupling
  have htr : (P * W * Q * Wᵀ).trace = w ⬝ᵥ ((P ⊗ₖ Q) *ᵥ w) := by
    simp only [w, trace, diag_apply, mul_apply, transpose_apply, dotProduct, mulVec,
      kroneckerMap_apply, Fintype.sum_prod_type, Finset.sum_mul, Finset.mul_sum]
    refine Finset.sum_congr rfl fun i _ => Finset.sum_congr rfl fun j _ => ?_
    refine Finset.sum_comm.trans ?_
    refine Finset.sum_congr rfl fun a _ => Finset.sum_congr rfl fun b _ => ?_
    rw [hsymm b j]
    ring
  rw [htr]
  exact hpos
```

## The limit, its sign and its zero

The main theorem takes positive semidefinite `A` and `B` and an arbitrary `W`, and makes three statements. The first is the limit: `𝓝[≠] 0` means that e approaches zero without being equal to it. The second is that the limit is nonpositive, and the third that it is zero if and only if `W = 0`.

In the proof, `hs` turns the derivative of g into a limit of difference quotients. The step `ht` shows that −e² tends to zero and stays nonzero when e does, so it may be substituted for t. By `hf`, which uses the determinant formula, the resulting quotient is the one in the theorem up to a sign, and `.neg` supplies that sign. The remaining parts follow from `hpos`, with the case W = 0 treated separately.

```lean
/-- The change of the log-determinant divided by the squared coupling strength tends to minus
the trace of the round trip; this limit is nonpositive and vanishes only without coupling. -/
theorem dispersion_limit {A : Matrix m m ℝ} {B : Matrix n n ℝ} (hA : A.PosSemidef)
    (hB : B.PosSemidef) (W : Matrix m n ℝ) :
    Tendsto (fun e : ℝ => (logDet A B W e - logDet A B W 0) / e ^ 2) (𝓝[≠] 0)
      (𝓝 (-((1 + A)⁻¹ * W * (1 + B)⁻¹ * Wᵀ).trace)) ∧
    -((1 + A)⁻¹ * W * (1 + B)⁻¹ * Wᵀ).trace ≤ 0 ∧
    (-((1 + A)⁻¹ * W * (1 + B)⁻¹ * Wᵀ).trace = 0 ↔ W = 0) := by
  have hpos : W ≠ 0 → 0 < ((1 + A)⁻¹ * W * (1 + B)⁻¹ * Wᵀ).trace := fun hW =>
    trace_coupling_pos (posDef_one_add hA).inv (posDef_one_add hB).inv hW
  refine ⟨?_, ?_, ?_, ?_⟩
  · have hc : (1 + A).det * (1 + B).det ≠ 0 :=
      mul_ne_zero (posDef_one_add hA).det_pos.ne' (posDef_one_add hB).det_pos.ne'
    have hs := hasDerivAt_iff_tendsto_slope_zero.mp (hasDerivAt_log_det (roundTrip A B W) hc)
    -- the natural small parameter is `t = -e²`
    have ht : Tendsto (fun e : ℝ => -(e ^ 2)) (𝓝[≠] 0) (𝓝[≠] 0) := by
      refine tendsto_nhdsWithin_iff.mpr ⟨?_, ?_⟩
      · have h : Continuous (fun e : ℝ => -(e ^ 2)) := by fun_prop
        exact (h.tendsto' 0 0 (by norm_num)).mono_left nhdsWithin_le_nhds
      · filter_upwards [self_mem_nhdsWithin] with e he
        exact neg_ne_zero.mpr (pow_ne_zero 2 he)
    have hf : ∀ e : ℝ, logDet A B W e = Real.log (((1 + A).det * (1 + B).det) *
        (1 + (-(e ^ 2)) • roundTrip A B W).det) := fun e => by
      rw [logDet, det_dimer hA hB]
    have h0 := hf 0
    rw [show (-((0 : ℝ) ^ 2)) = 0 by norm_num] at h0
    refine (hs.comp ht).neg.congr fun e => ?_
    rw [hf e, h0]
    simp only [Function.comp_apply, zero_add, smul_eq_mul, inv_neg, div_eq_mul_inv]
    ring
  · by_cases hW : W = 0
    · simp [hW]
    · linarith [hpos hW]
  · intro h
    by_contra hW
    linarith [hpos hW]
  · intro hW
    simp [hW]
```

## The Dyson equation and the Casimir-Polder form

The name "screened response" is justified by the next theorem: for positive semidefinite `v`, the matrix `screened S v` satisfies the Dyson equation with the bare response SSᵀ. The step `hA` shows that SᵀvS is positive semidefinite, so that the inverse in the definition is a true inverse. From this `hP` obtains P = 1 − SᵀvSP, and the calculation multiplies by S and Sᵀ.

```lean
/-- The screened response `X` obeys the Dyson equation `X = χ - χ v X` with bare response
`χ = S Sᵀ`. -/
theorem screened_dyson (S : Matrix k m ℝ) {v : Matrix k k ℝ} (hv : v.PosSemidef) :
    screened S v = S * Sᵀ - S * Sᵀ * v * screened S v := by
  have hA : (Sᵀ * v * S).PosSemidef := by
    simpa only [conjTranspose_eq_transpose_of_trivial] using hv.conjTranspose_mul_mul_same S
  have h := mul_nonsing_inv _ (posDef_one_add hA).det_pos.ne'.isUnit
  rw [Matrix.add_mul, Matrix.one_mul] at h
  have hP := eq_sub_of_add_eq h
  unfold screened
  generalize (1 + Sᵀ * v * S)⁻¹ = P at hP ⊢
  calc S * P * Sᵀ = S * (1 - Sᵀ * v * S * P) * Sᵀ := by rw [← hP]
    _ = S * Sᵀ - S * Sᵀ * v * (S * P * Sᵀ) := by
      simp only [Matrix.mul_sub, Matrix.sub_mul, Matrix.mul_one, Matrix.mul_assoc]
```

The last theorem inserts A = SᵀvS, B = TᵀuT and W = SᵀVT into the main limit. The inner interactions `v` and `u` must be positive semidefinite, while the intermonomer interaction `V` is any real matrix. The equation `htr` carries out the cyclic step: it isolates the last factor S, moves it to the front with `trace_mul_comm`, and regroups the product into the two screened responses.

This theorem states only the limit. Its sign comes from the main theorem, which also shows that the limit vanishes exactly when SᵀVT = 0. That can happen for a nonzero V, for instance if V turns every density of the second monomer into a potential to which the first monomer does not respond.

Both limits hold at one frequency and in a finite basis. The integration over frequency, and the exchange of that integral with the limit e → 0, are not treated, and neither is the dependence of V on the distance between the monomers. The bare responses are given matrices that do not change with e, so a change of the orbitals on approach of the monomers, or charge transfer between them, is absent from the model.

```lean
/-- For monomers with bare responses `S Sᵀ` and `T Tᵀ` coupled by `V`, the second-order limit
is minus the trace of screened response, coupling, screened response and coupling. -/
theorem casimir_polder_integrand (S : Matrix k m ℝ) (T : Matrix l n ℝ) {v : Matrix k k ℝ}
    {u : Matrix l l ℝ} (hv : v.PosSemidef) (hu : u.PosSemidef) (V : Matrix k l ℝ) :
    Tendsto (fun e : ℝ => (logDet (Sᵀ * v * S) (Tᵀ * u * T) (Sᵀ * V * T) e -
        logDet (Sᵀ * v * S) (Tᵀ * u * T) (Sᵀ * V * T) 0) / e ^ 2) (𝓝[≠] 0)
      (𝓝 (-(screened S v * V * screened T u * Vᵀ).trace)) := by
  have hA : (Sᵀ * v * S).PosSemidef := by
    simpa only [conjTranspose_eq_transpose_of_trivial] using hv.conjTranspose_mul_mul_same S
  have hB : (Tᵀ * u * T).PosSemidef := by
    simpa only [conjTranspose_eq_transpose_of_trivial] using hu.conjTranspose_mul_mul_same T
  have h := (dispersion_limit hA hB (Sᵀ * V * T)).1
  -- cyclicity of the trace gathers the factors of each monomer
  have htr : ((1 + Sᵀ * v * S)⁻¹ * (Sᵀ * V * T) * (1 + Tᵀ * u * T)⁻¹ *
      (Sᵀ * V * T)ᵀ).trace = (screened S v * V * screened T u * Vᵀ).trace := by
    unfold screened
    generalize (1 + Sᵀ * v * S)⁻¹ = P
    generalize (1 + Tᵀ * u * T)⁻¹ = Q
    calc (P * (Sᵀ * V * T) * Q * (Sᵀ * V * T)ᵀ).trace
        = ((P * Sᵀ * V * T * Q * Tᵀ * Vᵀ) * S).trace := by
          simp only [transpose_mul, transpose_transpose, Matrix.mul_assoc]
      _ = (S * (P * Sᵀ * V * T * Q * Tᵀ * Vᵀ)).trace := trace_mul_comm _ _
      _ = (S * P * Sᵀ * V * (T * Q * Tᵀ) * Vᵀ).trace := by
          simp only [Matrix.mul_assoc]
  rwa [htr] at h

end

end RPADispersion
```

```lean
#print axioms RPADispersion.screened_dyson
#print axioms RPADispersion.casimir_polder_integrand
```

```
'RPADispersion.screened_dyson' depends on axioms: [propext, Classical.choice, Quot.sound]
'RPADispersion.casimir_polder_integrand' depends on axioms: [propext, Classical.choice, Quot.sound]
```
